# A full-rank least-squares fit is an average of exact N-point fits, weighted by |det|²

When a code knows an orbital at $M$ grid points and needs its coefficients in $N$ basis functions, with $M>N$, it has more equations than unknowns and can solve a least-squares problem, here one in which all grid points count equally. On a small grid the solver can be checked independently: choose $N$ of the $M$ points, solve the resulting square system exactly, repeat for every choice that gives a nonsingular system, and average the solutions with the squared moduli of the determinants as weights. If the basis functions are linearly independent on the grid, the average must reproduce the solver's coefficients.

## Coefficients from square subsystems

Let $A_{pi}=\varphi_i(\mathbf r_p)$ be the value of basis function $i$ at grid point $p$, and let $b_p=\psi(\mathbf r_p)$ be the value of the orbital to be fitted. Both may be complex. Indices start at 0, as in Lean. Write $G=A^\dagger A$ for the overlap matrix on the grid, assume $\det G\neq 0$, and set

$$x=G^{-1}A^\dagger b .$$

For a set $S$ of $N$ grid points, $A_S$ and $b_S$ contain the rows of $A$ and the entries of $b$ that belong to $S$, in increasing order. For a square matrix $K$, let $K[j\leftarrow c]$ be $K$ with column $j$ replaced by the vector $c$. Then for every $j$

$$\sum_S \overline{\det A_S}\,\det\big(A_S[j\leftarrow b_S]\big)=\det(G)\,x_j .$$

If $\det A_S\neq0$, the subsystem $A_S\,y^S=b_S$ has exactly one solution $y^S$, the fit that passes through the data at the points of $S$. In terms of these fits,

$$x=\frac{\sum_S|\det A_S|^2\,y^S}{\sum_S|\det A_S|^2},$$

where singular subsets have weight zero and drop out.

## Checking an orbital fit on a small grid

The number of subsets is $\binom{M}{N}$, so the comparison is practical only when this number is manageable. The vector $b$ should lie outside the column space of $A$. Otherwise all the exact fits coincide, and wrong weights would pass unnoticed. A routine that uses $A^T$ in place of $A^\dagger$ throughout will in general disagree with the average if the span of the basis functions on the grid is not closed under complex conjugation. If it is closed, as for plane waves in pairs $\pm\mathbf k$, both formulas give the same coefficients and the comparison does not reveal the mistake.

The average also gives a range for each coefficient: the real part of $x_j$ lies between the smallest and the largest real part of $y^S_j$, and likewise for the imaginary part.

The weights have a meaning in quantum mechanics: for $N$ non-interacting fermions of one spin on this finite grid, occupying the orbitals given by the columns of $A$, $\det A_S$ is the unnormalised Slater determinant at the points of $S$, and $|\det A_S|^2/\det G$ is the probability of finding the particles there.

## From the normal equations to the subsets

**Replacing a column.** Let $B$ be $A$ with column $j$ replaced by $b$. Column $k\neq j$ of $A^\dagger B$ is column $k$ of $G$, and column $j$ is $A^\dagger b$. Hence $G[j\leftarrow A^\dagger b]=A^\dagger B$.

**Expanding the determinant.** With $\sigma$ running over the permutations of the $N$ column indices,

$$\det(A^\dagger B)=\sum_\sigma \operatorname{sgn}\sigma\prod_i\sum_p \overline{A_{p,\sigma(i)}}\,B_{p,i}.$$

Multiplying out the product means choosing a row $p=f(i)$ for each column $i$, so

$$\det(A^\dagger B)=\sum_f \det(C_f)\prod_i B_{f(i),i},\qquad (C_f)_{k,i}=\overline{A_{f(i),k}} .$$

If $f$ takes the same value twice, $C_f$ has two equal columns and its determinant vanishes. Every other $f$ has an image $S$ with $N$ elements. If $r_S(i)$ lists $S$ in increasing order, then $f=r_S\circ\sigma$ for exactly one permutation $\sigma$. The matrix $C_f$ is then $A_S^\dagger$ with its columns permuted, so $\det C_f=\operatorname{sgn}\sigma\;\overline{\det A_S}$. Collecting the terms that belong to one $S$ gives

$$\overline{\det A_S}\sum_\sigma\operatorname{sgn}\sigma\prod_i B_{r_S(\sigma(i)),i}=\overline{\det A_S}\,\det\big(A_S[j\leftarrow b_S]\big).$$

The sum over $S$ is therefore $\det(G[j\leftarrow A^\dagger b])$. This is the Cauchy–Binet expansion, stated as a theorem in the file only for a $B$ that differs from $A$ in one column.

**Cramer's rule.** For a square matrix $K$ with columns $K_k$ we have $Ky=\sum_k y_kK_k$. The determinant is linear in column $j$, and the terms with $k\neq j$ repeat a column, so $\det(K[j\leftarrow Ky])=\det(K)\,y_j$. Since $Gx=GG^{-1}A^\dagger b=A^\dagger b$, taking $K=G$ and $y=x$ proves the first identity.

**The average.** For a regular subset, Cramer's rule with $K=A_S$ turns the summand into $|\det A_S|^2y^S_j$. For a singular subset the factor $\overline{\det A_S}$ is zero. Thus

$$\det(G)\,x_j=\sum_S|\det A_S|^2\,y_j^S .$$

To find the total weight, fit column $j$ of $A$ itself. The solution is the unit vector $e_j$, and the first identity becomes $\sum_S|\det A_S|^2=\det G$. For $N=0$ both sides equal 1. The total is a sum of non-negative terms and is nonzero, hence positive, and dividing by it gives the average.

## The Lean source

```lean
import Mathlib

open Matrix ComplexConjugate

namespace LeastSquaresMinors

noncomputable section

variable {M N : ℕ}

/-- A choice of `N` sample points (rows) out of `M`. -/
abbrev RowSet (M N : ℕ) := {S : Finset (Fin M) // S.card = N}

/-- The chosen rows, listed in increasing order. -/
def rows (S : RowSet M N) : Fin N → Fin M := S.1.orderEmbOfFin S.2

/-- The square matrix `A_S` formed by the chosen rows of `A`. -/
def restrict (A : Matrix (Fin M) (Fin N) ℂ) (S : RowSet M N) : Matrix (Fin N) (Fin N) ℂ :=
  A.submatrix (rows S) id

/-- The weight `|det A_S|²` of a choice of sample points. -/
def weight (A : Matrix (Fin M) (Fin N) ℂ) (S : RowSet M N) : ℝ := ‖(restrict A S).det‖ ^ 2

/-- The least-squares coefficients `(AᴴA)⁻¹ Aᴴ b`, meaningful when `det (AᴴA) ≠ 0`. -/
def leastSquares (A : Matrix (Fin M) (Fin N) ℂ) (b : Fin M → ℂ) : Fin N → ℂ :=
  (Aᴴ * A)⁻¹ *ᵥ (Aᴴ *ᵥ b)

/-- The listed rows are exactly the elements of the row subset. -/
theorem range_rows (S : RowSet M N) : Set.range (rows S) = (S.1 : Set (Fin M)) :=
  Finset.range_orderEmbOfFin S.1 S.2

/-- Cramer's rule: replacing column `j` of `G` by `G y` multiplies the determinant by `y j`. -/
theorem det_updateCol_mulVec (G : Matrix (Fin N) (Fin N) ℂ) (y : Fin N → ℂ) (j : Fin N) :
    (G.updateCol j (G *ᵥ y)).det = G.det * y j := by
  rw [← Matrix.cramer_apply, Matrix.cramer_eq_adjugate_mulVec, Matrix.mulVec_mulVec,
    Matrix.adjugate_mul, Matrix.smul_mulVec, Matrix.one_mulVec, Pi.smul_apply, smul_eq_mul]

/-- The Cramer numerator of the normal equations is the sum, over all choices of `N` sample
points, of the Cramer numerators of the subsystems multiplied by `conj (det A_S)`. -/
theorem sum_minors_updateCol (A : Matrix (Fin M) (Fin N) ℂ) (b : Fin M → ℂ) (j : Fin N) :
    ∑ S : RowSet M N, conj (restrict A S).det *
      ((restrict A S).updateCol j (b ∘ rows S)).det =
    ((Aᴴ * A).updateCol j (Aᴴ *ᵥ b)).det := by
  have hcol : (Aᴴ * A).updateCol j (Aᴴ *ᵥ b) = Aᴴ * A.updateCol j b := by
    ext i k
    by_cases hk : k = j
    · simp [hk, Matrix.mul_apply, Matrix.mulVec, dotProduct]
    · simp [hk, Matrix.mul_apply]
  have hsub : ∀ S : RowSet M N, (restrict A S).updateCol j (b ∘ rows S) =
      (A.updateCol j b).submatrix (rows S) id := by
    intro S
    ext i k
    simp [restrict, Matrix.updateCol_apply]
  rw [hcol]
  simp only [hsub]
  generalize A.updateCol j b = B
  -- expand the determinant over all maps from columns to rows
  have hexp : (Aᴴ * B).det =
      ∑ f : Fin N → Fin M, (Aᴴ.submatrix id f).det * ∏ i, B (f i) i := by
    simp only [Matrix.det_apply', Matrix.mul_apply, Finset.prod_univ_sum, Finset.mul_sum,
      Fintype.piFinset_univ]
    rw [Finset.sum_comm]
    refine Finset.sum_congr rfl fun f _ => ?_
    rw [Finset.sum_mul]
    refine Finset.sum_congr rfl fun σ _ => ?_
    simp only [Finset.prod_mul_distrib, mul_assoc, Matrix.submatrix_apply, id_eq]
  -- each row subset collects the maps that differ by a permutation
  have hterm : ∀ S : RowSet M N, conj (restrict A S).det * (B.submatrix (rows S) id).det =
      ∑ σ : Equiv.Perm (Fin N),
        (Aᴴ.submatrix id (rows S ∘ σ)).det * ∏ i, B ((rows S ∘ σ) i) i := by
    intro S
    rw [Matrix.det_apply' (B.submatrix (rows S) id), Finset.mul_sum]
    refine Finset.sum_congr rfl fun σ _ => ?_
    have hp : (Aᴴ.submatrix id (rows S ∘ σ)).det =
        ((Equiv.Perm.sign σ : ℤ) : ℂ) * conj (restrict A S).det := by
      have h1 := Matrix.det_permute' σ (restrict A S)ᴴ
      rw [Matrix.det_conjTranspose] at h1
      exact h1
    rw [hp]
    simp only [Matrix.submatrix_apply, id_eq, Function.comp_apply]
    ring
  simp only [hterm]
  rw [← Fintype.sum_prod_type', hexp]
  refine Fintype.sum_of_injective
    (fun p : RowSet M N × Equiv.Perm (Fin N) => rows p.1 ∘ p.2) ?_ _ _ ?_ (fun _ => rfl)
  · rintro ⟨S, σ⟩ ⟨T, τ⟩ h
    have h' : rows S ∘ σ = rows T ∘ τ := h
    have hST : S = T := by
      apply Subtype.ext
      apply Finset.coe_injective
      rw [← range_rows S, ← range_rows T, ← σ.surjective.range_comp (rows S),
        ← τ.surjective.range_comp (rows T), h']
    subst hST
    have hστ : σ = τ :=
      Equiv.ext fun i => (S.1.orderEmbOfFin S.2).injective (congrFun h' i)
    rw [hστ]
  · -- a map that is not injective repeats a column and contributes nothing
    intro f hf
    have hninj : ¬ Function.Injective f := by
      intro hi
      apply hf
      let S : RowSet M N :=
        ⟨Finset.univ.image f, by rw [Finset.card_image_of_injective _ hi]; simp⟩
      have hmem : ∀ i, ∃ k, rows S k = f i := fun i => by
        have hr : f i ∈ Set.range (rows S) := by
          rw [range_rows]
          simp [S]
        exact hr
      choose s hs using hmem
      have hsi : Function.Injective s := fun i k h => hi (by rw [← hs i, ← hs k, h])
      exact ⟨(S, Equiv.ofBijective s (Finite.injective_iff_bijective.mp hsi)), funext hs⟩
    obtain ⟨i, k, hik, hne⟩ := Function.not_injective_iff.mp hninj
    have hz : (Aᴴ.submatrix id f).det = 0 :=
      Matrix.det_zero_of_column_eq hne fun l => by simp [hik]
    exact mul_eq_zero_of_left hz _

/-- For any solution `x` of the normal equations `AᴴA x = Aᴴb`, the sum of
`conj (det A_S) det (A_S with column j replaced by b_S)` is `det (AᴴA) x_j`. -/
theorem sum_minors_of_normalEq (A : Matrix (Fin M) (Fin N) ℂ) (b : Fin M → ℂ)
    (x : Fin N → ℂ) (hx : (Aᴴ * A) *ᵥ x = Aᴴ *ᵥ b) (j : Fin N) :
    ∑ S : RowSet M N, conj (restrict A S).det *
      ((restrict A S).updateCol j (b ∘ rows S)).det = (Aᴴ * A).det * x j := by
  rw [sum_minors_updateCol, ← hx, det_updateCol_mulVec]

/-- If `AᴴA` is invertible, the least-squares coefficients solve the normal equations, and
`det (AᴴA)` times each coefficient is the sum over `N`-point subsets of
`conj (det A_S) det (A_S with column j replaced by b_S)`. -/
theorem leastSquares_minors (A : Matrix (Fin M) (Fin N) ℂ) (b : Fin M → ℂ)
    (h : (Aᴴ * A).det ≠ 0) :
    (Aᴴ * A) *ᵥ leastSquares A b = Aᴴ *ᵥ b ∧
    ∀ j, ∑ S : RowSet M N, conj (restrict A S).det *
      ((restrict A S).updateCol j (b ∘ rows S)).det =
        (Aᴴ * A).det * leastSquares A b j := by
  have hx : (Aᴴ * A) *ᵥ leastSquares A b = Aᴴ *ᵥ b := by
    rw [leastSquares, Matrix.mulVec_mulVec,
      Matrix.mul_nonsing_inv _ (isUnit_iff_ne_zero.mpr h), Matrix.one_mulVec]
  exact ⟨hx, sum_minors_of_normalEq A b _ hx⟩

/-- Let `y S` fit the data exactly on each `N`-point subset `S` with `det A_S ≠ 0`. Then any
solution of the normal equations, times the total weight, is the sum of the `y S` weighted by
`|det A_S|²`. -/
theorem weighted_average (A : Matrix (Fin M) (Fin N) ℂ) (b : Fin M → ℂ) (x : Fin N → ℂ)
    (hx : (Aᴴ * A) *ᵥ x = Aᴴ *ᵥ b) (y : RowSet M N → Fin N → ℂ)
    (hy : ∀ S, (restrict A S).det ≠ 0 → restrict A S *ᵥ y S = b ∘ rows S) :
    (∑ S, weight A S) • x = ∑ S, weight A S • y S := by
  funext j
  -- fitting column `j` itself identifies the total weight
  have hG : (Aᴴ * A).det = ((∑ S, weight A S : ℝ) : ℂ) := by
    have h := sum_minors_of_normalEq A (A *ᵥ (Pi.single j 1 : Fin N → ℂ)) (Pi.single j 1)
      (by rw [Matrix.mulVec_mulVec]) j
    rw [Pi.single_eq_same, mul_one] at h
    rw [← h, Complex.ofReal_sum]
    refine Finset.sum_congr rfl fun S _ => ?_
    have hb : (A *ᵥ (Pi.single j 1 : Fin N → ℂ)) ∘ rows S =
        restrict A S *ᵥ (Pi.single j 1 : Fin N → ℂ) := rfl
    rw [hb, det_updateCol_mulVec, Pi.single_eq_same, mul_one, Complex.conj_mul', weight,
      Complex.ofReal_pow]
  have hterm : ∀ S : RowSet M N, conj (restrict A S).det *
      ((restrict A S).updateCol j (b ∘ rows S)).det = (weight A S : ℂ) * y S j := by
    intro S
    by_cases hd : (restrict A S).det = 0
    · simp [weight, hd]
    · rw [← hy S hd, det_updateCol_mulVec, ← mul_assoc, Complex.conj_mul', weight,
        Complex.ofReal_pow]
  have h2 := sum_minors_of_normalEq A b x hx j
  simp only [hterm] at h2
  rw [hG] at h2
  simp only [Pi.smul_apply, Finset.sum_apply, Complex.real_smul]
  exact h2.symm

/-- If `AᴴA` is invertible, some choice of `N` sample points has `det A_S ≠ 0`. -/
theorem exists_regular (A : Matrix (Fin M) (Fin N) ℂ) (h : (Aᴴ * A).det ≠ 0) :
    ∃ S : RowSet M N, (restrict A S).det ≠ 0 := by
  rcases Nat.eq_zero_or_pos N with rfl | hN
  · exact ⟨⟨∅, rfl⟩, by simp⟩
  · by_contra hno
    have hall : ∀ S : RowSet M N, (restrict A S).det = 0 :=
      fun S => by_contra fun hS => hno ⟨S, hS⟩
    have h1 := sum_minors_of_normalEq A (A *ᵥ (Pi.single ⟨0, hN⟩ 1 : Fin N → ℂ))
      (Pi.single ⟨0, hN⟩ 1) (by rw [Matrix.mulVec_mulVec]) ⟨0, hN⟩
    rw [Pi.single_eq_same, mul_one] at h1
    apply h
    rw [← h1]
    exact Finset.sum_eq_zero fun S _ => by rw [hall S, map_zero, zero_mul]

/-- If `AᴴA` is invertible, the least-squares coefficient vector lies in the convex hull of
the exact fits through `N` sample points with `det A_S ≠ 0`. -/
theorem leastSquares_mem_convexHull (A : Matrix (Fin M) (Fin N) ℂ) (b : Fin M → ℂ)
    (h : (Aᴴ * A).det ≠ 0) :
    leastSquares A b ∈ convexHull ℝ {y : Fin N → ℂ | ∃ S : RowSet M N,
      (restrict A S).det ≠ 0 ∧ restrict A S *ᵥ y = b ∘ rows S} := by
  obtain ⟨S₀, hS₀⟩ := exists_regular A h
  let y : RowSet M N → Fin N → ℂ := fun S => (restrict A S)⁻¹ *ᵥ (b ∘ rows S)
  have hy : ∀ S, (restrict A S).det ≠ 0 → restrict A S *ᵥ y S = b ∘ rows S := by
    intro S hd
    simp only [y]
    rw [Matrix.mulVec_mulVec, Matrix.mul_nonsing_inv _ (isUnit_iff_ne_zero.mpr hd),
      Matrix.one_mulVec]
  have hpos : 0 < ∑ S, weight A S :=
    Finset.sum_pos' (fun S _ => sq_nonneg _)
      ⟨S₀, Finset.mem_univ _, pow_pos (norm_pos_iff.mpr hS₀) 2⟩
  have havg := weighted_average A b _ (leastSquares_minors A b h).1 y hy
  have hc : leastSquares A b = Finset.univ.centerMass (weight A) y := by
    rw [Finset.centerMass, ← havg, smul_smul, inv_mul_cancel₀ hpos.ne', one_smul]
  -- singular subsets have weight zero and can be discarded
  rw [hc, ← Finset.centerMass_filter_ne_zero]
  refine Finset.centerMass_mem_convexHull _ (fun S _ => sq_nonneg _)
    (by
      change 0 < ∑ S ∈ _, weight A S
      rw [Finset.sum_filter_ne_zero]
      exact hpos) fun S hS => ?_
  have hd : (restrict A S).det ≠ 0 :=
    fun h0 => (Finset.mem_filter.mp hS).2 (by simp [weight, h0])
  exact ⟨S, hd, hy S hd⟩

end

end LeastSquaresMinors
```

```lean
#print axioms LeastSquaresMinors.leastSquares_mem_convexHull
```

```
'LeastSquaresMinors.leastSquares_mem_convexHull' depends on axioms: [propext, Classical.choice, Quot.sound]
```

## Grid points and weights as Lean objects

The types `Fin M` and `Fin N` label grid points and basis functions. A `RowSet M N` is a set of $N$ grid points, `rows S` is the list $r_S$, `restrict A S` is $A_S$, and `b ∘ rows S` is $b_S$. The function `weight` is the unnormalised $|\det A_S|^2$. The name `leastSquares` stands for the formula $(A^\dagger A)^{-1}A^\dagger b$, not for a minimiser of the residual.

The theorem `leastSquares_minors` assumes $\det(A^\dagger A)\neq0$, which says that no basis function is a linear combination of the others on the grid. It concludes that `leastSquares A b` solves the normal equations and that the determinant identity holds for every $j$. The first conclusion is where the hypothesis does its work: Lean sets the inverse of a singular matrix to zero, and the identity would then merely read $0=0$.

`weighted_average` takes any solution of the normal equations and any family `y` that fits exactly on the regular subsets. It states the average multiplied by the total weight, so it involves no division. `leastSquares_mem_convexHull` says that, for invertible $A^\dagger A$, the coefficient vector is a convex combination, with real weights, of exact fits on regular subsets.

## The expansion and the average in Lean

In `sum_minors_updateCol`, `hcol` is the column replacement and `hexp` is the expansion over maps $f$. The step `hterm` writes the contribution of one subset as a sum over permutations, with the sign supplied by `Matrix.det_permute'`. `Fintype.sum_of_injective` then matches pairs $(S,\sigma)$ with maps $f$. Its side conditions are that different pairs give different maps, and that the maps left over contribute zero because they repeat a column.

`det_updateCol_mulVec` is Cramer's rule, obtained from the adjugate matrix instead of column linearity. `sum_minors_of_normalEq` combines it with the expansion. Inside `weighted_average`, `hG` finds the total weight by fitting column $j$, and `hterm` treats singular and regular subsets separately.

`exists_regular` supplies a subset with nonzero determinant. For $N=0$ it is the empty set, whose determinant is 1; for $N\geq1$, if there were none, the same fit of a column would force $\det G=0$. The final theorem uses this subset to show that the total weight is positive, writes the average as a `Finset.centerMass`, and removes the subsets of zero weight before placing the result in the convex hull.

## What remains between the grid and the orbital

The theorems guarantee the identity and the average for every finite $M$ and $N$ and all complex data that satisfy the stated hypotheses. They concern the coefficient formula and the normal equations. That a solution of these equations minimises $\|Ax-b\|$ is a standard fact used here only to interpret the result.

All grid points count equally. Positive quadrature weights $w_p$ have to be absorbed beforehand, by multiplying row $p$ of $A$ and entry $b_p$ by $\sqrt{w_p}$.

Rounding is absent from the model, so the theorems give no tolerance for a numerical comparison; a sensible choice depends on the floating-point precision, the algorithms and the conditioning of the systems solved. The step from the matrices to the physical orbital is also left to the user: no hypothesis says that the sampled values determine $\psi$ between the grid points, and a fit that is good on the grid may be poor elsewhere.
